# Equivariance of message-passing layers and the parity rule for their products

Atomic features are modelled here as vectors in arbitrary real vector spaces on which O(3) acts linearly, not as lists of spherical-harmonic components. Spherical harmonics are one possible choice, and the spaces may be reducible or infinite-dimensional. The results concern equivariance, a symmetry that some machine-learned interatomic potentials build into their features, for layers that are linear in the neighbours' features and have no nonlinear update or energy readout.

```lean
import Mathlib

open Matrix

namespace EquivariantMessagePassing

noncomputable section
```

An element $g$ of O(3) is a real unitary, hence orthogonal, $3\times3$ matrix.

```lean
/-- The group O(3) of rotations and reflections, as real unitary 3 × 3 matrices. -/
abbrev O3 : Type := Matrix.unitaryGroup (Fin 3) ℝ
```

The length $|r|=\sqrt{r\cdot r}$ is defined explicitly. Writing `‖r‖` for a vector of type `Fin 3 → ℝ` would be a mistake: Mathlib reads it as the largest absolute component, which can change under rotation.

```lean
/-- The Euclidean length of a vector in space. -/
def len (r : Fin 3 → ℝ) : ℝ := Real.sqrt (r ⬝ᵥ r)
```

Inversion is the matrix $-I$.

```lean
/-- Spatial inversion, the matrix `-I`. -/
def inversion : O3 := ⟨-1, by rw [Matrix.mem_unitaryGroup_iff]; simp⟩
```

Let $D_1,D_2,D_3$ be representations of O(3) on real vector spaces $V_1,V_2,V_3$. In Lean each is a monoid homomorphism into the linear endomorphisms, with no continuity required. The descriptor $Y$ of a bond vector is assumed to satisfy $Y(gr)=D_1(g)Y(r)$ for every $r$, including $r=0$. Spherical harmonics of the bond direction with degree $\ell\ge1$ meet this when $Y(0)$ is set to zero.

```lean
variable {ι V₁ V₂ V₃ : Type*} [AddCommGroup V₁] [Module ℝ V₁]
  [AddCommGroup V₂] [Module ℝ V₂] [AddCommGroup V₃] [Module ℝ V₃]

/-- The angular descriptor `Y` of a bond vector transforms by the representation `D₁`. -/
def IsEquivariantMap (D₁ : O3 →* Module.End ℝ V₁) (Y : (Fin 3 → ℝ) → V₁) : Prop :=
  ∀ (g : O3) (r : Fin 3 → ℝ), Y (g.1 *ᵥ r) = D₁ g (Y r)
```

The bilinear product $C$ is assumed to satisfy $C(D_1(g)u,D_2(g)v)=D_3(g)C(u,v)$. This is the property for which Clebsch–Gordan couplings are built.

```lean
/-- The bilinear product `C` couples `D₁` and `D₂` to `D₃`. -/
def IsEquivariantProduct (D₁ : O3 →* Module.End ℝ V₁) (D₂ : O3 →* Module.End ℝ V₂)
    (D₃ : O3 →* Module.End ℝ V₃) (C : V₁ →ₗ[ℝ] V₂ →ₗ[ℝ] V₃) : Prop :=
  ∀ (g : O3) (u : V₁) (v : V₂), C (D₁ g u) (D₂ g v) = D₃ g (C u v)
```

With positions $x_j$, bond vectors $r_{ij}=x_j-x_i$, features $h_j\in V_2$, a radial function $\rho$ and a finite neighbour list $N(i)$, atom $i$ receives

$$m_i=\sum_{j\in N(i)}\rho(|r_{ij}|)\,C(Y(r_{ij}),h_j).$$

The list is given data and stays fixed when the atoms move.

```lean
/-- The message collected by atom `i` from its neighbours `N i`: a radial weight times the
product of the bond descriptor with the neighbour's feature. -/
def message (ρ : ℝ → ℝ) (Y : (Fin 3 → ℝ) → V₁) (C : V₁ →ₗ[ℝ] V₂ →ₗ[ℝ] V₃)
    (N : ι → Finset ι) (x : ι → Fin 3 → ℝ) (h : ι → V₂) (i : ι) : V₃ :=
  ∑ j ∈ N i, ρ (len (x j - x i)) • C (Y (x j - x i)) (h j)
```

A network starts from $h^{(0)}=h$. Layer $k$ uses $\rho_k$ and $C_k$ to turn $h^{(k)}$ into $h^{(k+1)}$, with input and output both in $V_2$.

```lean
/-- The atomic features after a given number of message-passing layers, each with its own
radial function and product. -/
def network (ρ : ℕ → ℝ → ℝ) (Y : (Fin 3 → ℝ) → V₁) (C : ℕ → V₁ →ₗ[ℝ] V₂ →ₗ[ℝ] V₂)
    (N : ι → Finset ι) (x : ι → Fin 3 → ℝ) (h : ι → V₂) : ℕ → ι → V₂
  | 0 => h
  | k + 1 => message (ρ k) Y (C k) N x (network ρ Y C N x h k)
```

## (a) Bond lengths under O(3)

Show that, for every $g$ in O(3), $|gr|=|r|$.

Since $g^{\mathsf T}g=I$,
$$(gr)\cdot(gr)=r\cdot(g^{\mathsf T}g\,r)=r\cdot r,$$
and taking square roots gives the result. The Lean proof first turns unitarity into $g^{\mathsf T}g=I$, then moves $g$ across the dot product in the same way.

```lean
/-- Rotations and reflections preserve bond lengths. -/
theorem len_rotate (g : O3) (r : Fin 3 → ℝ) : len (g.1 *ᵥ r) = len r := by
  have hg : g.1ᵀ * g.1 = 1 := by
    have h := Matrix.mem_unitaryGroup_iff'.1 g.2
    rwa [Matrix.star_eq_conjTranspose, Matrix.conjTranspose_eq_transpose_of_trivial] at h
  unfold len
  rw [Matrix.dotProduct_mulVec, ← Matrix.mulVec_transpose, Matrix.mulVec_mulVec, hg,
    Matrix.one_mulVec]
```

## (b) One layer under a rigid motion

Replace every $x_j$ by $gx_j+t$ and every $h_j$ by $D_2(g)h_j$. Show that the new message is
$$m_i'=D_3(g)\,m_i.$$

The translation cancels: $(gx_j+t)-(gx_i+t)=g\,r_{ij}$. Using (a), then the properties of $Y$ and $C$, then linearity of $D_3(g)$,
$$\begin{aligned}
m_i'&=\sum_{j\in N(i)}\rho(|g r_{ij}|)\,C(Y(g r_{ij}),D_2(g)h_j)\\
&=\sum_{j\in N(i)}\rho(|r_{ij}|)\,C(D_1(g)Y(r_{ij}),D_2(g)h_j)\\
&=\sum_{j\in N(i)}\rho(|r_{ij}|)\,D_3(g)C(Y(r_{ij}),h_j)=D_3(g)m_i.
\end{aligned}$$

In the smallest case $N(i)$ is empty and both sides are zero. In Lean, `Finset.sum_congr` reduces the claim to one summand, `e` is the cancellation, and the last line applies the three properties in this order.

```lean
/-- Let the descriptor `Y` be equivariant and let `C` couple `D₁` and `D₂` to `D₃`. When all atoms
are rotated or reflected by `g` and shifted by `t`, and the input features transform by `D₂`, the
messages transform by `D₃`. -/
theorem message_equivariant {D₁ : O3 →* Module.End ℝ V₁} {D₂ : O3 →* Module.End ℝ V₂}
    {D₃ : O3 →* Module.End ℝ V₃} {Y : (Fin 3 → ℝ) → V₁} {C : V₁ →ₗ[ℝ] V₂ →ₗ[ℝ] V₃}
    (hY : IsEquivariantMap D₁ Y) (hC : IsEquivariantProduct D₁ D₂ D₃ C)
    (ρ : ℝ → ℝ) (N : ι → Finset ι) (x : ι → Fin 3 → ℝ) (h : ι → V₂)
    (g : O3) (t : Fin 3 → ℝ) (i : ι) :
    message ρ Y C N (fun j => g.1 *ᵥ x j + t) (fun j => D₂ g (h j)) i
      = D₃ g (message ρ Y C N x h i) := by
  simp only [message, map_sum]
  refine Finset.sum_congr rfl fun j _ => ?_
  -- the translation cancels in the bond vector
  have e : (g.1 *ᵥ x j + t) - (g.1 *ᵥ x i + t) = g.1 *ᵥ (x j - x i) := by
    rw [Matrix.mulVec_sub]; abel
  rw [e, len_rotate, hY g (x j - x i), hC g (Y (x j - x i)) (h j), map_smul]
```

## (c) Any number of layers

Let every $C_k$ couple $D_1$ and $D_2$ to $D_2$. Under the motion in (b), show that
$$h_i^{(k)\prime}=D_2(g)\,h_i^{(k)}\qquad\text{for all }k\ge0.$$

For $k=0$ this is the assumed transformation of the input. If it holds at $k$, layer $k$ receives moved positions and features transformed by $D_2(g)$, so (b) with $D_3=D_2$ gives it at $k+1$. The Lean induction has these two cases.

```lean
/-- If the descriptor `Y` is equivariant and every layer's product couples `D₁` and `D₂` to `D₂`,
the features of a network of any depth transform by `D₂` when the atoms are rotated or reflected and
shifted and the initial features transform by `D₂`. -/
theorem network_equivariant {D₁ : O3 →* Module.End ℝ V₁} {D₂ : O3 →* Module.End ℝ V₂}
    {Y : (Fin 3 → ℝ) → V₁} {C : ℕ → V₁ →ₗ[ℝ] V₂ →ₗ[ℝ] V₂}
    (hY : IsEquivariantMap D₁ Y) (hC : ∀ k, IsEquivariantProduct D₁ D₂ D₂ (C k))
    (ρ : ℕ → ℝ → ℝ) (N : ι → Finset ι) (x : ι → Fin 3 → ℝ) (h : ι → V₂)
    (g : O3) (t : Fin 3 → ℝ) (k : ℕ) :
    network ρ Y C N (fun j => g.1 *ᵥ x j + t) (fun j => D₂ g (h j)) k
      = fun i => D₂ g (network ρ Y C N x h k i) := by
  induction k with
  | zero => rfl
  | succ k ih =>
    funext i
    simp only [network, ih]
    exact message_equivariant hY (hC k) (ρ k) N x _ g t i
```

## (d) From an equivariant layer back to its product

Take atoms 0 and 1, with atom 1 the neighbour of atom 0. Fix $g$ and suppose that the message at atom 0 is equivariant under $g$ for all positions and features. With $Y$ equivariant as before, but nothing assumed about $C$, show that
$$C(D_1(g)Y(r),D_2(g)v)=D_3(g)C(Y(r),v)\quad\text{whenever }\rho(|r|)\ne0.$$

Put $x_0=0$, $x_1=r$ and give both atoms the feature $v$. The assumption becomes
$$\rho(|r|)\,C(D_1(g)Y(r),D_2(g)v)=\rho(|r|)\,D_3(g)C(Y(r),v),$$
after (a) and the property of $Y$ are used on the left. Divide by $\rho(|r|)$, which is the role of `smul_right_injective`. By linearity the relation extends to the span of the descriptors $Y(r)$ with $\rho(|r|)\ne0$, which need not be all of $V_1$.

```lean
/-- Let the descriptor `Y` be equivariant. If the message that atom 0 receives from atom 1 is
equivariant under `g` for all positions and features, then `C` respects `g` on every bond descriptor
whose radial weight is nonzero. -/
theorem product_equivariant_of_message {D₁ : O3 →* Module.End ℝ V₁}
    {D₂ : O3 →* Module.End ℝ V₂} {D₃ : O3 →* Module.End ℝ V₃}
    {Y : (Fin 3 → ℝ) → V₁} {C : V₁ →ₗ[ℝ] V₂ →ₗ[ℝ] V₃} {ρ : ℝ → ℝ}
    (hY : IsEquivariantMap D₁ Y) (g : O3)
    (hm : ∀ (x : Fin 2 → Fin 3 → ℝ) (h : Fin 2 → V₂),
      message ρ Y C (fun _ => {1}) (fun j => g.1 *ᵥ x j) (fun j => D₂ g (h j)) 0
        = D₃ g (message ρ Y C (fun _ => {1}) x h 0))
    (r : Fin 3 → ℝ) (hρ : ρ (len r) ≠ 0) (v : V₂) :
    C (D₁ g (Y r)) (D₂ g v) = D₃ g (C (Y r) v) := by
  -- one atom at the origin, its neighbour at `r`
  have e := hm ![0, r] (fun _ => v)
  simp only [message, Finset.sum_singleton, Matrix.cons_val_zero, Matrix.cons_val_one,
    Matrix.mulVec_zero, sub_zero] at e
  rw [len_rotate, hY g r, map_smul] at e
  exact smul_right_injective V₃ hρ e
```

## (e) The possible parities

Let inversion act on a nonzero representation space as a scalar, $D(-I)u=pu$. Show that
$$p=1\quad\text{or}\quad p=-1.$$

The scalar condition describes a feature of definite parity; a mixture of even and odd parts doesn't satisfy it. Choose $v\neq0$. Because $(-I)^2=I$,
$$v=D(-I)D(-I)v=p^2v,$$
so $(p^2-1)v=0$ and $p^2=1$. On the zero space every $p$ would satisfy the condition, hence the hypothesis `Nontrivial`.

```lean
/-- If inversion acts on a nonzero feature space as a scalar, that scalar is `1` or `-1`. -/
theorem parity_eq_one_or_neg_one [Nontrivial V₁] (D : O3 →* Module.End ℝ V₁) (p : ℝ)
    (hp : ∀ u, D inversion u = p • u) : p = 1 ∨ p = -1 := by
  obtain ⟨v, hv⟩ := exists_ne (0 : V₁)
  have hi : inversion * inversion = 1 := Subtype.ext (by simp [inversion])
  have e : D (inversion * inversion) v = v := by rw [hi, map_one]; rfl
  rw [map_mul, Module.End.mul_apply, hp, hp, smul_smul] at e
  have e' : (p * p - 1) • v = 0 := by rw [sub_smul, e, one_smul, sub_self]
  exact mul_self_eq_one_iff.1 (sub_eq_zero.1 ((smul_eq_zero.1 e').resolve_right hv))
```

## (f) The parity of a product

Let $C$ be equivariant and nonzero, and let inversion act on $V_1,V_2,V_3$ as the scalars $p_1,p_2,p_3$. Show that
$$p_3=p_1p_2.$$

At $g=-I$, the property of $C$ reads
$$p_1p_2\,C(u,v)=p_3\,C(u,v).$$
Choose $u,v$ with $C(u,v)\ne0$ and compare the factors. Lean argues by contradiction: if the factors differ, every $C(u,v)$ vanishes, so $C=0$. An equivariant product with any other output parity is therefore zero.

```lean
/-- Parity selection rule: a nonzero equivariant product of features with parities `p₁` and
`p₂` has output parity `p₁ p₂`. -/
theorem parity_selection_rule {D₁ : O3 →* Module.End ℝ V₁} {D₂ : O3 →* Module.End ℝ V₂}
    {D₃ : O3 →* Module.End ℝ V₃} {C : V₁ →ₗ[ℝ] V₂ →ₗ[ℝ] V₃}
    (hC : IsEquivariantProduct D₁ D₂ D₃ C) (hC0 : C ≠ 0) {p₁ p₂ p₃ : ℝ}
    (h₁ : ∀ u, D₁ inversion u = p₁ • u) (h₂ : ∀ v, D₂ inversion v = p₂ • v)
    (h₃ : ∀ w, D₃ inversion w = p₃ • w) : p₃ = p₁ * p₂ := by
  by_contra hne
  refine hC0 (LinearMap.ext₂ fun u v => ?_)
  -- evaluate the coupling relation at inversion
  have e := hC inversion u v
  rw [h₁, h₂, h₃, map_smul, map_smul, LinearMap.smul_apply, smul_smul, mul_comm p₂ p₁] at e
  have e' : (p₃ - p₁ * p₂) • C u v = 0 := by rw [sub_smul, e, sub_self]
  exact (smul_eq_zero.1 e').resolve_left (sub_ne_zero.2 hne)
```

## (g) The cross product under a matrix

For a concrete example, let O(3) act on polar vectors by $g$ itself.

```lean
/-- The polar-vector representation, `g` acting as its own matrix. -/
def polarRep : O3 →* Module.End ℝ (Fin 3 → ℝ) where
  toFun g := g.1.mulVecLin
  map_one' := LinearMap.ext fun v => by simp
  map_mul' g h := LinearMap.ext fun v => by simp [Matrix.mulVec_mulVec]
```

On axial vectors it acts by $\det(g)\,g$.

```lean
/-- The axial-vector representation, `g` acting as `det g` times its matrix. -/
def axialRep : O3 →* Module.End ℝ (Fin 3 → ℝ) where
  toFun g := g.1.det • g.1.mulVecLin
  map_one' := LinearMap.ext fun v => by simp
  map_mul' g h := LinearMap.ext fun v => by
    simp [Matrix.det_mul, smul_smul, Matrix.mulVec_mulVec,
      mul_comm h.1.det g.1.det]
```

For any real $3\times3$ matrix $A$, show that
$$A^{\mathsf T}(Au\times Av)=\det(A)\,(u\times v).$$

Take the dot product with an arbitrary $w$ and read the triple product as a determinant of columns:
$$w\cdot A^{\mathsf T}(Au\times Av)=\det[Aw,Au,Av]=\det(A)\det[w,u,v]=w\cdot\det(A)(u\times v).$$
Since $w$ is arbitrary, the vectors agree. Lean instead expands each of the three components and compares polynomials with `ring`.

```lean
/-- The cross product of two transformed vectors, pulled back by the transpose, is the
determinant times the original cross product. -/
theorem transpose_mulVec_cross (A : Matrix (Fin 3) (Fin 3) ℝ) (u v : Fin 3 → ℝ) :
    Aᵀ *ᵥ (crossProduct (A *ᵥ u) (A *ᵥ v)) = A.det • crossProduct u v := by
  ext i
  fin_cases i <;>
    simp [cross_apply, Matrix.det_fin_three, Matrix.mulVec, dotProduct,
      Fin.sum_univ_three] <;> ring
```

## (h) Two polar vectors give an axial vector

Take $Y(r)=r$ and $C(u,v)=u\times v$. Show that $Y$ is equivariant, that $C$ is nonzero, that
$$(gu)\times(gv)=\det(g)\,g(u\times v),$$
and that inversion acts as $-1$ on polar and $+1$ on axial vectors.

The first claim is $gr=gr$. For the product, put $A=g$ in (g), multiply by $g$ and use $gg^{\mathsf T}=I$. It is nonzero because $e_x\times e_y=e_z$. Inversion sends a polar $u$ to $-u$ and an axial $w$ to $\det(-I)(-I)w=(-1)(-w)=w$. The Lean proof treats these claims one by one.

Omitting $\det(g)$ goes unnoticed for proper rotations but fails at inversion, where the left side is $u\times v$ and the right side would be $-(u\times v)$.

```lean
/-- The bond vector itself as descriptor and the cross product as coupling form an equivariant,
nonzero instance, taking two polar vectors of parity `-1` to an axial vector of parity `1`. -/
theorem crossProduct_witness :
    IsEquivariantMap polarRep (fun r => r) ∧
    IsEquivariantProduct polarRep polarRep axialRep (crossProduct (R := ℝ)) ∧
    crossProduct (R := ℝ) ≠ 0 ∧
    (∀ u, polarRep inversion u = (-1 : ℝ) • u) ∧
    (∀ w, axialRep inversion w = (1 : ℝ) • w) := by
  refine ⟨fun _ _ => rfl, fun g u v => ?_, fun h => ?_, fun u => ?_, fun w => ?_⟩
  · have hg : g.1 * g.1ᵀ = 1 := by
      have h := Matrix.mem_unitaryGroup_iff.1 g.2
      rwa [Matrix.star_eq_conjTranspose, Matrix.conjTranspose_eq_transpose_of_trivial] at h
    -- apply `g` to the pulled-back identity
    have e := congrArg (fun w => g.1 *ᵥ w) (transpose_mulVec_cross g.1 u v)
    simp only [Matrix.mulVec_mulVec, hg, Matrix.one_mulVec, Matrix.mulVec_smul] at e
    exact e
  · have e := congrFun (LinearMap.congr_fun₂ h ![1, 0, 0] ![0, 1, 0]) 2
    simp [cross_apply] at e
  · change (-1 : Matrix (Fin 3) (Fin 3) ℝ) *ᵥ u = (-1 : ℝ) • u
    rw [Matrix.neg_mulVec, Matrix.one_mulVec, neg_one_smul]
  · have hd : (-1 : Matrix (Fin 3) (Fin 3) ℝ).det = -1 := by
      simp [Matrix.det_fin_three]
    change (-1 : Matrix (Fin 3) (Fin 3) ℝ).det •
      ((-1 : Matrix (Fin 3) (Fin 3) ℝ) *ᵥ w) = (1 : ℝ) • w
    rw [hd, Matrix.neg_mulVec, Matrix.one_mulVec, neg_one_smul, neg_neg, one_smul]

end

end EquivariantMessagePassing
```

```lean
#print axioms EquivariantMessagePassing.network_equivariant
#print axioms EquivariantMessagePassing.product_equivariant_of_message
#print axioms EquivariantMessagePassing.parity_eq_one_or_neg_one
#print axioms EquivariantMessagePassing.parity_selection_rule
```

```
'EquivariantMessagePassing.network_equivariant' depends on axioms: [propext, Classical.choice, Quot.sound]
'EquivariantMessagePassing.product_equivariant_of_message' depends on axioms: [propext, Classical.choice, Quot.sound]
'EquivariantMessagePassing.parity_eq_one_or_neg_one' depends on axioms: [propext, Classical.choice, Quot.sound]
'EquivariantMessagePassing.parity_selection_rule' depends on axioms: [propext, Classical.choice, Quot.sound]
```
